# Plane waves with |m_a| ≤ n_a keep their norm on an FFT grid for all coefficients exactly when N_a ≥ 2n_a + 1

Take one dimension and the three plane waves m = −1, 0, 1. On a grid of N = 2 points, j = 0, 1, the waves m = 1 and m = −1 have the samples

exp(πi j) = exp(−πi j) = 1, −1.

The orbital with c_1 = 1 and c_(−1) = −1 therefore vanishes at both points, although Σ_m |c_m|² = 2. With N = 3 the waves −1, 0, 1 have the remainders 2, 0, 1, all different, and the norm survives. The same mechanism works axis by axis in d dimensions; a crystal has d = 3.

```lean
import Mathlib

open ComplexConjugate

namespace PlaneWaveFFTGrid

noncomputable section

variable {d : ℕ}
```

## Storage indices and sampled orbitals

An FFT array stores the coefficient of m at the index m_a mod N_a, so negative components go to the upper end of each axis. For N_a > 0, Lean's integer `%` gives this remainder between 0 and N_a − 1.

```lean
/-- The storage index of the plane wave `m` in an FFT array with `N a` points along axis `a`:
each component is reduced modulo `N a`. -/
def fold (N : Fin d → ℕ) (m : Fin d → ℤ) : Fin d → ℤ := fun a => m a % (N a : ℤ)
```

The retained waves form a finite box of integer vectors, −n_a ≤ m_a ≤ n_a.

```lean
/-- The plane waves whose integer components run from `-n a` to `n a` along each axis. -/
def box (n : Fin d → ℕ) : Finset (Fin d → ℤ) :=
  Fintype.piFinset fun a => Finset.Icc (-(n a : ℤ)) (n a)
```

Grid points have components j_a = 0, …, N_a − 1, which is the type `Fin (N a)`. The integers m_a are the components of a reciprocal lattice vector G, and j_a/N_a are the fractional coordinates of the grid point r in the cell. The wave exp(iG·r) sampled there is

w_m(j) = exp(2πi Σ_a m_a j_a / N_a).

```lean
/-- The plane wave `m` sampled at the grid point `j`: `exp (2 π i ∑ m_a j_a / N_a)`. -/
def gridWave (N : Fin d → ℕ) (m : Fin d → ℤ) (j : ∀ a, Fin (N a)) : ℂ :=
  Complex.exp (2 * Real.pi * Complex.I * ∑ a, (m a : ℂ) * ((j a : ℕ) : ℂ) / (N a : ℂ))
```

For a cell of volume Ω and a finite set S of waves, the orbital on the grid is

ψ_j = Ω^(−1/2) Σ_(m∈S) c_m w_m(j).

This is an orbital at k = 0. For a Bloch orbital at another k, ψ_j stands for its periodic part; the omitted factor exp(ik·r) cancels in norms and in overlaps between orbitals at the same k. In Lean `c` is defined on all integer vectors, but only its values on S enter.

```lean
/-- The orbital with plane-wave coefficients `c` on the set `S`, in a cell of volume `Ω`,
sampled at the grid point `j`. -/
def gridOrbital (Ω : ℝ) (N : Fin d → ℕ) (S : Finset (Fin d → ℤ)) (c : (Fin d → ℤ) → ℂ)
    (j : ∀ a, Fin (N a)) : ℂ :=
  ((√Ω : ℝ) : ℂ)⁻¹ * ∑ m ∈ S, c m * gridWave N m j
```

## When two waves share an index

Membership of the box is the condition |m_a| ≤ n_a on every axis.

```lean
/-- A plane wave is in the box exactly when `|m_a| ≤ n_a` along each axis. -/
theorem mem_box {n : Fin d → ℕ} {m : Fin d → ℤ} : m ∈ box n ↔ ∀ a, |m a| ≤ (n a : ℤ) := by
  simp [box, Fintype.mem_piFinset, abs_le]
```

Two integers have the same remainder when their difference is a multiple of the modulus. Hence m and m' share an index exactly when N_a divides m'_a − m_a for every a.

```lean
/-- Two plane waves share a storage index exactly when their components differ by multiples
of the grid sizes. -/
theorem fold_eq_iff {N : Fin d → ℕ} {m m' : Fin d → ℤ} :
    fold N m = fold N m' ↔ ∀ a, (N a : ℤ) ∣ m' a - m a := by
  rw [funext_iff]
  exact forall_congr' fun a => Int.modEq_iff_dvd
```

Let every N_a be positive, and suppose N_a ≤ 2n_a on some axis. Then −n_a < N_a − n_a ≤ n_a, so the vectors with component −n_a and N_a − n_a on that axis, and zero elsewhere, are both in the box. They differ by N_a and collide.

Suppose instead N_a ≥ 2n_a + 1 on every axis. If m and m' in the box share an index, then m'_a − m_a = N_a k for an integer k, while

|m'_a − m_a| ≤ 2n_a < N_a.

So k = 0 and m = m'. Lean builds the colliding vectors with `Pi.single`, and in the other direction excludes k ≥ 1 and k ≤ −1 by `nlinarith`. For n_a = 0 a single grid point suffices.

```lean
/-- The plane waves with `|m_a| ≤ n_a` have distinct storage indices exactly when the grid has
at least `2 n_a + 1` points along each axis. -/
theorem fold_injOn_box_iff {N : Fin d → ℕ} (hN : ∀ a, 0 < N a) (n : Fin d → ℕ) :
    Set.InjOn (fold N) (box n : Set (Fin d → ℤ)) ↔ ∀ a, 2 * n a + 1 ≤ N a := by
  constructor
  · intro h a
    by_contra hlt
    have hNa := hN a
    have hmem : ∀ x : ℤ, |x| ≤ (n a : ℤ) → (Pi.single a x : Fin d → ℤ) ∈ box n := by
      intro x hx
      rw [mem_box]
      intro b
      by_cases hb : b = a
      · rw [hb, Pi.single_eq_same]
        exact hx
      · rw [Pi.single_eq_of_ne hb]
        simp
    -- on a grid that is too small, `-n_a` and `N_a - n_a` collide
    have e := h (Finset.mem_coe.2 (hmem (-(n a : ℤ)) (abs_le.2 ⟨by omega, by omega⟩)))
      (Finset.mem_coe.2 (hmem ((N a : ℤ) - n a) (abs_le.2 ⟨by omega, by omega⟩)))
      (fold_eq_iff.2 (by
        intro b
        by_cases hb : b = a
        · rw [hb, Pi.single_eq_same, Pi.single_eq_same]
          exact ⟨1, by ring⟩
        · rw [Pi.single_eq_of_ne hb, Pi.single_eq_of_ne hb]
          simp))
    have e' := congrFun e a
    rw [Pi.single_eq_same, Pi.single_eq_same] at e'
    omega
  · intro h m hm m' hm' he
    funext a
    have h1 := abs_le.1 (mem_box.1 (Finset.mem_coe.1 hm) a)
    have h2 := abs_le.1 (mem_box.1 (Finset.mem_coe.1 hm') a)
    have h3 : 2 * (n a : ℤ) + 1 ≤ N a := by exact_mod_cast h a
    obtain ⟨k, hk⟩ := fold_eq_iff.1 he a
    -- a multiple of `N_a` smaller than `N_a` in size is zero
    have k1 : k < 1 := by
      by_contra hc
      have hc' : 1 ≤ k := by omega
      nlinarith [h1.1, h2.2]
    have k2 : -1 < k := by
      by_contra hc
      have hc' : k ≤ -1 := by omega
      nlinarith [h1.2, h2.1]
    have k0 : k = 0 := by omega
    rw [k0, mul_zero] at hk
    omega
```

## Orthogonality on the grid

Along one axis put z = exp(2πi k/N). If N divides k, then z = 1 and Σ_j z^j = N. Otherwise z ≠ 1 but z^N = 1, and

(Σ_j z^j)(z − 1) = z^N − 1 = 0,

so the sum is zero.

```lean
/-- Along one axis, the phases `exp (2 π i k j / N)` sum to `N` if `N` divides `k`, and to zero
otherwise. -/
theorem sum_phase {N : ℕ} (hN : 0 < N) (k : ℤ) :
    ∑ j : Fin N, Complex.exp (2 * Real.pi * Complex.I * ((k : ℂ) * ((j : ℕ) : ℂ) / (N : ℂ))) =
      if (N : ℤ) ∣ k then (N : ℂ) else 0 := by
  have hN' : (N : ℂ) ≠ 0 := by exact_mod_cast hN.ne'
  obtain ⟨z, hz⟩ : ∃ z, z = Complex.exp (2 * Real.pi * Complex.I * ((k : ℂ) / (N : ℂ))) :=
    ⟨_, rfl⟩
  have hpow : ∀ j : Fin N, Complex.exp (2 * Real.pi * Complex.I *
      ((k : ℂ) * ((j : ℕ) : ℂ) / (N : ℂ))) = z ^ (j : ℕ) := by
    intro j
    rw [hz, ← Complex.exp_nat_mul]
    congr 1
    ring
  rw [Finset.sum_congr rfl fun j _ => hpow j, Fin.sum_univ_eq_sum_range (fun i => z ^ i) N]
  split_ifs with h
  · obtain ⟨q, hq⟩ := h
    have h1 : z = 1 := by
      rw [hz, Complex.exp_eq_one_iff]
      refine ⟨q, ?_⟩
      rw [hq]
      push_cast
      rw [mul_div_cancel_left₀ _ hN']
      ring
    simp [h1]
  · have h1 : z ≠ 1 := by
      intro h1
      rw [hz, Complex.exp_eq_one_iff] at h1
      obtain ⟨q, hq⟩ := h1
      have h2 : (k : ℂ) / N = q :=
        mul_left_cancel₀ Complex.two_pi_I_ne_zero (by linear_combination hq)
      rw [div_eq_iff hN'] at h2
      exact h ⟨q, by exact_mod_cast h2.trans (mul_comm _ _)⟩
    have h2 : z ^ N = 1 := by
      rw [hz, ← Complex.exp_nat_mul, Complex.exp_eq_one_iff]
      exact ⟨k, by field_simp⟩
    have g := geom_sum_mul z N
    rw [h2, sub_self] at g
    exact (mul_eq_zero.mp g).resolve_right (sub_ne_zero.mpr h1)
```

In d dimensions the product of two waves factorises:

conj(w_m(j)) w_m'(j) = ∏_a exp(2πi (m'_a − m_a) j_a / N_a).

Summing over j gives one geometric sum per axis. The result is P = ∏_a N_a if every N_a divides m'_a − m_a, and zero if one factor vanishes.

```lean
/-- Discrete orthogonality: the grid overlap of two plane waves is the number of grid points if
they share a storage index, and zero otherwise. -/
theorem gridWave_orthogonality {N : Fin d → ℕ} (hN : ∀ a, 0 < N a) (m m' : Fin d → ℤ) :
    ∑ j, conj (gridWave N m j) * gridWave N m' j =
      if fold N m = fold N m' then ∏ a, (N a : ℂ) else 0 := by
  have key : ∀ j : (∀ a, Fin (N a)), conj (gridWave N m j) * gridWave N m' j =
      ∏ a, Complex.exp (2 * Real.pi * Complex.I *
        (((m' a - m a : ℤ) : ℂ) * ((j a : ℕ) : ℂ) / (N a : ℂ))) := by
    intro j
    have hc : conj (2 * Real.pi * Complex.I * ∑ a, (m a : ℂ) * ((j a : ℕ) : ℂ) / (N a : ℂ)) =
        -(2 * Real.pi * Complex.I * ∑ a, (m a : ℂ) * ((j a : ℕ) : ℂ) / (N a : ℂ)) := by
      have h2 : conj (2 : ℂ) = 2 := by
        apply Complex.ext <;> simp [Complex.conj_re, Complex.conj_im]
      simp [h2]
    have hs : ∑ a, ((m' a - m a : ℤ) : ℂ) * ((j a : ℕ) : ℂ) / (N a : ℂ) =
        ∑ a, (m' a : ℂ) * ((j a : ℕ) : ℂ) / (N a : ℂ) -
          ∑ a, (m a : ℂ) * ((j a : ℕ) : ℂ) / (N a : ℂ) := by
      rw [← Finset.sum_sub_distrib]
      refine Finset.sum_congr rfl fun a _ => ?_
      push_cast
      ring
    unfold gridWave
    rw [← Complex.exp_conj, ← Complex.exp_add, ← Complex.exp_sum, ← Finset.mul_sum, hc, hs]
    congr 1
    ring
  -- the sum over the grid factorises into one geometric sum per axis
  rw [Finset.sum_congr rfl fun j _ => key j,
    ← Fintype.prod_sum (fun a (k : Fin (N a)) => Complex.exp (2 * Real.pi * Complex.I *
        (((m' a - m a : ℤ) : ℂ) * ((k : ℕ) : ℂ) / (N a : ℂ)))),
    Finset.prod_congr rfl fun a _ => sum_phase (hN a) (m' a - m a)]
  split_ifs with h
  · exact Finset.prod_congr rfl fun a _ => if_pos (fold_eq_iff.1 h a)
  · rw [fold_eq_iff, not_forall] at h
    obtain ⟨a, ha⟩ := h
    exact Finset.prod_eq_zero (Finset.mem_univ a) (if_neg ha)
```

Waves that share an index also agree point by point. With m'_a = m_a + N_a q_a, the exponent changes by 2πi Σ_a q_a j_a, an integer multiple of 2πi.

```lean
/-- Aliasing: plane waves with the same storage index agree at every grid point. -/
theorem gridWave_alias {N : Fin d → ℕ} (hN : ∀ a, 0 < N a) {m m' : Fin d → ℤ}
    (h : fold N m = fold N m') (j : ∀ a, Fin (N a)) : gridWave N m j = gridWave N m' j := by
  choose q hq using fold_eq_iff.1 h
  have hs : ∑ a, (m' a : ℂ) * ((j a : ℕ) : ℂ) / (N a : ℂ) =
      ∑ a, (m a : ℂ) * ((j a : ℕ) : ℂ) / (N a : ℂ) + ∑ a, (q a : ℂ) * ((j a : ℕ) : ℂ) := by
    rw [← Finset.sum_add_distrib]
    refine Finset.sum_congr rfl fun a _ => ?_
    have hNa : (N a : ℂ) ≠ 0 := by exact_mod_cast (hN a).ne'
    have hqa : (m' a : ℂ) - m a = N a * q a := by exact_mod_cast hq a
    rw [div_add' _ _ _ hNa]
    congr 1
    linear_combination ((j a : ℕ) : ℂ) * hqa
  unfold gridWave
  rw [Complex.exp_eq_exp_iff_exists_int]
  refine ⟨-∑ a, q a * ((j a : ℕ) : ℤ), ?_⟩
  rw [hs]
  push_cast
  ring
```

## Coefficients, overlaps and norms

Let the waves in S have distinct indices. For m in S, orthogonality leaves one term:

(√Ω/P) Σ_j conj(w_m(j)) ψ_j = (1/P) Σ_(m'∈S) c_m' Σ_j conj(w_m(j)) w_m'(j) = c_m.

In a code this is an unnormalised forward FFT, with phases exp(−2πi m_a j_a / N_a), followed by the scaling √Ω/P and a read at index m_a mod N_a on each axis. If the forward transform already includes the factor 1/P, only √Ω remains.

```lean
/-- If the plane waves in `S` have distinct storage indices, the forward transform of the sampled
orbital returns its coefficients. -/
theorem forward_transform {Ω : ℝ} (hΩ : 0 < Ω) {N : Fin d → ℕ} (hN : ∀ a, 0 < N a)
    {S : Finset (Fin d → ℤ)} (hS : Set.InjOn (fold N) (S : Set (Fin d → ℤ)))
    (c : (Fin d → ℤ) → ℂ) {m : Fin d → ℤ} (hm : m ∈ S) :
    ((√Ω : ℝ) : ℂ) / (∏ a, (N a : ℂ)) *
      ∑ j, conj (gridWave N m j) * gridOrbital Ω N S c j = c m := by
  have hs : ((√Ω : ℝ) : ℂ) ≠ 0 := by exact_mod_cast (Real.sqrt_pos.2 hΩ).ne'
  have hP : ∏ a, (N a : ℂ) ≠ 0 :=
    Finset.prod_ne_zero_iff.2 fun a _ => by exact_mod_cast (hN a).ne'
  have h : ∑ j, conj (gridWave N m j) * gridOrbital Ω N S c j =
      ((√Ω : ℝ) : ℂ)⁻¹ * ∑ m' ∈ S, c m' * ∑ j, conj (gridWave N m j) * gridWave N m' j := by
    simp only [gridOrbital, Finset.mul_sum]
    rw [Finset.sum_comm]
    exact Finset.sum_congr rfl fun m' _ => Finset.sum_congr rfl fun j _ => by ring
  -- only the wave `m` itself survives
  have h' : ∑ m' ∈ S, c m' * ∑ j, conj (gridWave N m j) * gridWave N m' j =
      c m * ∏ a, (N a : ℂ) := by
    rw [Finset.sum_eq_single_of_mem m hm, gridWave_orthogonality hN, if_pos rfl]
    intro m' hm' hne
    rw [gridWave_orthogonality hN, if_neg, mul_zero]
    exact fun e => hne (hS hm hm' e).symm
  rw [h, h']
  field_simp
```

For orbitals ψ and φ with coefficients c and b, expand conj(ψ_j) and apply the forward transform to φ:

(Ω/P) Σ_j conj(ψ_j) φ_j = Σ_(m∈S) conj(c_m) (√Ω/P) Σ_j conj(w_m(j)) φ_j = Σ_(m∈S) conj(c_m) b_m.

When orthonormality refers to this plain overlap, as with norm-conserving pseudopotentials, a plane-wave electronic-structure code can thus check it on either side of the FFT, for orbitals expanded in finitely many waves with distinct indices. This includes the waves within a spherical cutoff when they fit inside a box with N_a ≥ 2n_a + 1 on every axis.

```lean
/-- If the plane waves in `S` have distinct storage indices, the overlap of two orbitals summed
over the grid equals the overlap of their coefficients. -/
theorem grid_overlap {Ω : ℝ} (hΩ : 0 < Ω) {N : Fin d → ℕ} (hN : ∀ a, 0 < N a)
    {S : Finset (Fin d → ℤ)} (hS : Set.InjOn (fold N) (S : Set (Fin d → ℤ)))
    (c b : (Fin d → ℤ) → ℂ) :
    (Ω : ℂ) / (∏ a, (N a : ℂ)) * ∑ j, conj (gridOrbital Ω N S c j) * gridOrbital Ω N S b j =
      ∑ m ∈ S, conj (c m) * b m := by
  have hs : ((√Ω : ℝ) : ℂ) ≠ 0 := by exact_mod_cast (Real.sqrt_pos.2 hΩ).ne'
  have hsq : (Ω : ℂ) = ((√Ω : ℝ) : ℂ) * ((√Ω : ℝ) : ℂ) := by
    exact_mod_cast (Real.mul_self_sqrt hΩ.le).symm
  have h : ∀ φ : (∀ a, Fin (N a)) → ℂ, ∑ j, conj (gridOrbital Ω N S c j) * φ j =
      ((√Ω : ℝ) : ℂ)⁻¹ * ∑ m ∈ S, conj (c m) * ∑ j, conj (gridWave N m j) * φ j := by
    intro φ
    simp only [gridOrbital, map_mul, map_sum, map_inv₀, Complex.conj_ofReal, Finset.mul_sum,
      Finset.sum_mul]
    rw [Finset.sum_comm]
    exact Finset.sum_congr rfl fun m _ => Finset.sum_congr rfl fun j _ => by ring
  rw [h, Finset.mul_sum, Finset.mul_sum]
  refine Finset.sum_congr rfl fun m hm => ?_
  have f := forward_transform hΩ hN hS b hm
  rw [← f]
  generalize (∑ j, conj (gridWave N m j) * gridOrbital Ω N S b j) = X
  rw [hsq]
  field_simp
```

Setting b = c gives, on a sufficient grid,

(Ω/P) Σ_j |ψ_j|² = Σ_m |c_m|².

Conversely, if distinct m and m' in the box share an index, take coefficient 1 on m, −1 on m' and 0 elsewhere. The orbital is zero at every grid point, while the coefficient sum is 2; Lean needs only that it is at least |c_m|² = 1. The theorem assumes Ω > 0 and all N_a > 0, and its left side asks for the norm identity for every c: particular orbitals may keep their norm on a smaller grid.

The condition concerns overlaps of orbitals. The density |ψ|² can contain components up to 2n_a in size. Giving all waves in that range distinct indices takes N_a ≥ 4n_a + 1, which is a stronger condition whenever n_a > 0.

```lean
/-- The norm summed over the grid equals the sum of `|c_m|²` for every orbital built from the
plane waves `|m_a| ≤ n_a` exactly when `N_a ≥ 2 n_a + 1` along each axis. -/
theorem grid_norm_iff {Ω : ℝ} (hΩ : 0 < Ω) {N : Fin d → ℕ} (hN : ∀ a, 0 < N a)
    (n : Fin d → ℕ) :
    (∀ c : (Fin d → ℤ) → ℂ, Ω / (∏ a, (N a : ℝ)) * ∑ j, ‖gridOrbital Ω N (box n) c j‖ ^ 2 =
      ∑ m ∈ box n, ‖c m‖ ^ 2) ↔ ∀ a, 2 * n a + 1 ≤ N a := by
  rw [← fold_injOn_box_iff hN]
  constructor
  · intro H m hm m' hm' h
    by_contra hne
    have hm1 : m ∈ box n := Finset.mem_coe.1 hm
    have hm2 : m' ∈ box n := Finset.mem_coe.1 hm'
    -- the difference of two aliased waves is invisible on the grid
    let c : (Fin d → ℤ) → ℂ := fun k => (if k = m then 1 else 0) - (if k = m' then 1 else 0)
    have hz : ∀ j, gridOrbital Ω N (box n) c j = 0 := by
      intro j
      simp [gridOrbital, c, sub_mul, Finset.sum_sub_distrib, hm1, hm2, gridWave_alias hN h j]
    have h0 : ∑ j, ‖gridOrbital Ω N (box n) c j‖ ^ 2 = 0 :=
      Finset.sum_eq_zero fun j _ => by rw [hz j]; simp
    have e := H c
    rw [h0, mul_zero] at e
    have hp := Finset.single_le_sum (f := fun k => ‖c k‖ ^ 2) (fun k _ => by positivity) hm1
    have hc : c m = 1 := by simp [c, hne]
    simp only [hc, norm_one, one_pow] at hp
    linarith
  · intro hS c
    have e := grid_overlap hΩ hN hS c c
    simp_rw [Complex.conj_mul'] at e
    exact_mod_cast e

end

end PlaneWaveFFTGrid
```

```lean
#print axioms PlaneWaveFFTGrid.grid_norm_iff
-- 'PlaneWaveFFTGrid.grid_norm_iff' depends on axioms: [propext, Classical.choice, Quot.sound]
```
